# Diagonal, trace and entry-sum upper bounds on the lowest eigenvalue of a Hermitian matrix

## Question

A formal statement must first fix what "lowest eigenvalue" means and how a real energy is compared with complex matrix entries. The claim is that a Hermitian \(n\times n\) Hamiltonian \(H\), \(n\ge 1\), with lowest eigenvalue \(E_0\) satisfies
\[ E_0\le H_{ii}\ \text{ for all } i,\qquad E_0\le \frac{\operatorname{tr}H}{n},\qquad E_0\le \frac1n\sum_{ij}H_{ij}. \]
How is this stated and proved in Lean 4 with Mathlib, using explicit trial vectors?

## Answer

### Modelling choices

`groundEnergy hH` is the minimum of Mathlib's `hH.eigenvalues`, and `groundEnergy_isLeast` shows that it is the least real \(E\) with \(H\psi=E\psi\) for some \(\psi\ne0\). The index type `n` labels an orthonormal basis, its size is `Fintype.card n`, and `[Nonempty n]` says \(n\ge1\). States are functions `n → ℂ`, not normalised, `sqNorm ψ` is \(\sum_i|\psi_i|^2\), and `rayleigh H ψ` is \(R(\psi)=\operatorname{Re}(\psi^\dagger H\psi)/|\psi|^2\). Diagonal entries, trace and entry sum are complex numbers in Lean and enter through `.re`.

The Rayleigh-Ritz principle in full also treats operators on infinite-dimensional spaces and bounds on excited levels from trial subspaces; here only the lowest level of a finite matrix is bounded. For a Hamiltonian truncated to a finite orthonormal basis, such as tight-binding sites or Slater determinants of orthonormal orbitals, the bounds can be read off the matrix and serve as a check on a computed lowest eigenvalue.

### Derivation by hand

Write \(H=UDU^\dagger\) with \(UU^\dagger=U^\dagger U=1\) and \(D=\operatorname{diag}(\lambda_k)\), \(E_0=\min_k\lambda_k\). With amplitudes \(a=U^\dagger\psi\),
\[ \psi^\dagger H\psi=a^\dagger Da=\sum_k\lambda_k|a_k|^2,\qquad |\psi|^2=\psi^\dagger UU^\dagger\psi=\sum_k|a_k|^2 . \]
The first expression is real. Since \(\lambda_k\ge E_0\) in each term, \(\psi^\dagger H\psi\ge E_0|\psi|^2\), and dividing by \(|\psi|^2>0\) gives \(E_0\le R(\psi)\) for \(\psi\ne0\).

The basis vector \(e_i\) has \(|e_i|^2=1\) and \(e_i^\dagger He_i=H_{ii}\), so \(E_0\le\operatorname{Re}H_{ii}\). Adding these \(n\) inequalities gives \(nE_0\le\operatorname{Re}\operatorname{tr}H\); the trace bound thus rests on \(n\) trial vectors. A vector \(c\) with \(|c_i|=1\) has \(|c|^2=n\), so
\[ E_0\le\frac1n\operatorname{Re}\sum_{ij}\overline{c_i}\,H_{ij}\,c_j , \]
and \(c_i=1\) gives the sum bound.

For equality in the trace bound, \(\operatorname{tr}H=\operatorname{tr}(U^\dagger UD)=\sum_k\lambda_k\). If \(nE_0=\sum_k\lambda_k\) while every \(\lambda_k\ge E_0\), no inequality can be strict, so \(D=E_0\mathbb 1\) and \(H=E_0UU^\dagger=E_0\mathbb 1\). Conversely \(H=E_0\mathbb 1\) has trace \(nE_0\).

For the dimer \(\begin{pmatrix}\varepsilon&-t\\-t&\varepsilon\end{pmatrix}\) with \(t>0\), the sum bound reads \(E_0\le(2\varepsilon-2t)/2=\varepsilon-t\). An eigenvector obeys \((\varepsilon-E)\psi_0=t\psi_1\) and \((\varepsilon-E)\psi_1=t\psi_0\). Substituting one into the other gives \([(\varepsilon-E)^2-t^2]\psi_j=0\) for both \(j\), so \((\varepsilon-E-t)(\varepsilon-E+t)=0\). For \(E<\varepsilon-t\) both factors are positive, which is impossible. Hence \(E_0=\varepsilon-t<\varepsilon=\operatorname{tr}H/2\).

### The Lean file

```lean
import Mathlib

open Matrix

namespace RayleighTrialBounds

noncomputable section

variable {n : Type*} [Fintype n]

/-- Squared norm `∑ |ψ_i|²` of a state vector. -/
def sqNorm (ψ : n → ℂ) : ℝ := ∑ i, Complex.normSq (ψ i)

/-- Rayleigh quotient `Re ⟨ψ|H|ψ⟩ / ⟨ψ|ψ⟩` of a trial state. -/
def rayleigh (H : Matrix n n ℂ) (ψ : n → ℂ) : ℝ := (star ψ ⬝ᵥ H *ᵥ ψ).re / sqNorm ψ

/-- The overlap `⟨ψ|ψ⟩` equals the squared norm, which is positive for a nonzero state. -/
theorem sqNorm_spec (ψ : n → ℂ) :
    star ψ ⬝ᵥ ψ = (sqNorm ψ : ℂ) ∧ (ψ ≠ 0 → 0 < sqNorm ψ) := by
  constructor
  · simp only [dotProduct, sqNorm, Pi.star_apply, Complex.ofReal_sum]
    exact Finset.sum_congr rfl fun i _ => Complex.normSq_eq_conj_mul_self.symm
  · intro hψ
    obtain ⟨i, hi⟩ := Function.ne_iff.1 hψ
    unfold sqNorm
    exact Finset.sum_pos' (fun j _ => Complex.normSq_nonneg _)
      ⟨i, Finset.mem_univ _, Complex.normSq_pos.2 hi⟩

variable [DecidableEq n] {H : Matrix n n ℂ}

/-- Ground-state energy `E0`: the smallest of the eigenvalues of the Hermitian matrix `H`. -/
def groundEnergy [Nonempty n] (hH : H.IsHermitian) : ℝ :=
  Finset.univ.inf' Finset.univ_nonempty hH.eigenvalues

/-- The matrix `U` whose columns are orthonormal eigenvectors of `H`. -/
def eigenMatrix (hH : H.IsHermitian) : Matrix n n ℂ :=
  (hH.eigenvectorUnitary : Matrix n n ℂ)

/-- Amplitudes `U† ψ` of a state in the eigenbasis of `H`. -/
def amp (hH : H.IsHermitian) (ψ : n → ℂ) : n → ℂ := (eigenMatrix hH)ᴴ *ᵥ ψ

/-- The basis state localised on index `k`. -/
def basisState (k : n) : n → ℂ := Pi.single k 1

/-- Spectral form `H = U D U†` with `D` the diagonal matrix of eigenvalues and `U` unitary. -/
theorem spectral_form (hH : H.IsHermitian) :
    H = eigenMatrix hH * diagonal (fun k => (hH.eigenvalues k : ℂ)) * (eigenMatrix hH)ᴴ ∧
      eigenMatrix hH * (eigenMatrix hH)ᴴ = 1 ∧ (eigenMatrix hH)ᴴ * eigenMatrix hH = 1 := by
  have hU : eigenMatrix hH * (eigenMatrix hH)ᴴ = 1 :=
    Matrix.mem_unitaryGroup_iff.1 hH.eigenvectorUnitary.2
  refine ⟨?_, hU, _root_.mul_eq_one_comm.1 hU⟩
  have h := hH.spectral_theorem
  rw [Unitary.conjStarAlgAut_apply] at h
  exact h

/-- In the eigenbasis, `⟨ψ|H|ψ⟩` is the real number `∑ E_k |a_k|²`, and the amplitudes `a`
have the same squared norm as `ψ`. -/
theorem eigen_expansion (hH : H.IsHermitian) (ψ : n → ℂ) :
    star ψ ⬝ᵥ H *ᵥ ψ =
        ((∑ k, hH.eigenvalues k * Complex.normSq (amp hH ψ k) : ℝ) : ℂ) ∧
      sqNorm ψ = sqNorm (amp hH ψ) := by
  obtain ⟨hS, hU, -⟩ := spectral_form hH
  have hstar : star (amp hH ψ) = star ψ ᵥ* eigenMatrix hH := by
    unfold amp
    rw [Matrix.star_mulVec, Matrix.conjTranspose_conjTranspose]
  -- change of basis for any operator M given in the eigenbasis
  have key : ∀ M : Matrix n n ℂ,
      star ψ ⬝ᵥ (eigenMatrix hH * M * (eigenMatrix hH)ᴴ) *ᵥ ψ =
        star (amp hH ψ) ⬝ᵥ M *ᵥ amp hH ψ := by
    intro M
    rw [hstar, ← Matrix.mulVec_mulVec, ← Matrix.mulVec_mulVec,
      Matrix.dotProduct_mulVec (star ψ)]
    rfl
  constructor
  · calc star ψ ⬝ᵥ H *ᵥ ψ
        = star ψ ⬝ᵥ (eigenMatrix hH * diagonal (fun k => (hH.eigenvalues k : ℂ)) *
            (eigenMatrix hH)ᴴ) *ᵥ ψ := congrArg (fun M => star ψ ⬝ᵥ M *ᵥ ψ) hS
      _ = star (amp hH ψ) ⬝ᵥ diagonal (fun k => (hH.eigenvalues k : ℂ)) *ᵥ amp hH ψ := key _
      _ = ((∑ k, hH.eigenvalues k * Complex.normSq (amp hH ψ k) : ℝ) : ℂ) := by
          simp only [dotProduct, Matrix.mulVec_diagonal, Pi.star_apply, Complex.ofReal_sum,
            Complex.ofReal_mul, Complex.normSq_eq_conj_mul_self, starRingEnd_apply]
          refine Finset.sum_congr rfl fun k _ => ?_
          ring
  · have h := key 1
    rw [Matrix.mul_one, hU, Matrix.one_mulVec, Matrix.one_mulVec, (sqNorm_spec ψ).1,
      (sqNorm_spec (amp hH ψ)).1] at h
    exact Complex.ofReal_injective h

/-- Rayleigh-Ritz variational principle: the ground-state energy is at most the Rayleigh
quotient of any nonzero trial state. -/
theorem rayleigh_ritz [Nonempty n] (hH : H.IsHermitian) {ψ : n → ℂ} (hψ : ψ ≠ 0) :
    groundEnergy hH ≤ rayleigh H ψ := by
  have hpos : 0 < sqNorm ψ := (sqNorm_spec ψ).2 hψ
  obtain ⟨hE, hN⟩ := eigen_expansion hH ψ
  unfold rayleigh
  rw [le_div_iff₀ hpos, hE, Complex.ofReal_re, hN]
  unfold sqNorm
  rw [Finset.mul_sum]
  -- compare term by term: E0 |a_k|² ≤ E_k |a_k|²
  refine Finset.sum_le_sum fun k _ => mul_le_mul_of_nonneg_right ?_ (Complex.normSq_nonneg _)
  unfold groundEnergy
  exact Finset.inf'_le _ (Finset.mem_univ k)

/-- The ground-state energy is the least real `E` for which `H ψ = E ψ` has a nonzero
solution. -/
theorem groundEnergy_isLeast [Nonempty n] (hH : H.IsHermitian) :
    IsLeast {E : ℝ | ∃ ψ : n → ℂ, ψ ≠ 0 ∧ H *ᵥ ψ = (E : ℂ) • ψ} (groundEnergy hH) := by
  obtain ⟨hS, -, hU'⟩ := spectral_form hH
  constructor
  · -- the column of U belonging to the smallest eigenvalue
    obtain ⟨k, -, hk⟩ := Finset.exists_mem_eq_inf' Finset.univ_nonempty hH.eigenvalues
    have hk' : groundEnergy hH = hH.eigenvalues k := hk
    have hD : diagonal (fun k => (hH.eigenvalues k : ℂ)) *ᵥ basisState k =
        (hH.eigenvalues k : ℂ) • basisState k := by
      ext j
      rw [Matrix.mulVec_diagonal, Pi.smul_apply, smul_eq_mul]
      by_cases hj : j = k
      · subst hj
        rfl
      · simp [basisState, hj]
    refine ⟨eigenMatrix hH *ᵥ basisState k, ?_, ?_⟩
    · intro h0
      have h1 : (eigenMatrix hH)ᴴ *ᵥ (eigenMatrix hH *ᵥ basisState k) = basisState k := by
        rw [Matrix.mulVec_mulVec, hU', Matrix.one_mulVec]
      rw [h0, Matrix.mulVec_zero] at h1
      have h2 := congrFun h1 k
      simp [basisState] at h2
    · calc H *ᵥ (eigenMatrix hH *ᵥ basisState k)
          = (eigenMatrix hH * diagonal (fun k => (hH.eigenvalues k : ℂ)) *
              (eigenMatrix hH)ᴴ) *ᵥ (eigenMatrix hH *ᵥ basisState k) :=
            congrArg (fun M => M *ᵥ (eigenMatrix hH *ᵥ basisState k)) hS
        _ = eigenMatrix hH *ᵥ
              (diagonal (fun k => (hH.eigenvalues k : ℂ)) *ᵥ basisState k) := by
            rw [Matrix.mulVec_mulVec, Matrix.mulVec_mulVec, Matrix.mul_assoc, hU',
              Matrix.mul_one]
        _ = (groundEnergy hH : ℂ) • (eigenMatrix hH *ᵥ basisState k) := by
            rw [hD, Matrix.mulVec_smul, hk']
  · -- the Rayleigh quotient of an eigenvector is its eigenvalue
    rintro E ⟨ψ, hψ, hE⟩
    have h := rayleigh_ritz hH hψ
    have hpos : 0 < sqNorm ψ := (sqNorm_spec ψ).2 hψ
    unfold rayleigh at h
    rw [hE, dotProduct_smul, (sqNorm_spec ψ).1, smul_eq_mul, ← Complex.ofReal_mul,
      Complex.ofReal_re, mul_div_assoc, div_self hpos.ne', mul_one] at h
    exact h

/-- The basis state on index `i` has Rayleigh quotient `Re H_ii`, and the ground-state energy
is at most this diagonal entry. -/
theorem groundEnergy_le_diag [Nonempty n] (hH : H.IsHermitian) (i : n) :
    rayleigh H (basisState i) = (H i i).re ∧ groundEnergy hH ≤ (H i i).re := by
  have hne : basisState i ≠ 0 := by
    intro h0
    have h1 := congrFun h0 i
    simp [basisState] at h1
  have hs : star (basisState i) = basisState i := by
    ext j
    by_cases hj : j = i <;> simp [basisState, hj]
  have h1 : star (basisState i) ⬝ᵥ H *ᵥ basisState i = H i i := by
    rw [hs]
    simp [basisState, dotProduct, Matrix.mulVec, Pi.single_apply]
  have h2 : sqNorm (basisState i) = 1 := by
    apply Complex.ofReal_injective
    rw [← (sqNorm_spec (basisState i)).1, hs]
    simp [basisState, dotProduct, Pi.single_apply]
  have hr : rayleigh H (basisState i) = (H i i).re := by
    unfold rayleigh
    rw [h1, h2, div_one]
  exact ⟨hr, (rayleigh_ritz hH hne).trans hr.le⟩

/-- The ground-state energy is at most the trace of `H` divided by the dimension. -/
theorem groundEnergy_le_trace [Nonempty n] (hH : H.IsHermitian) :
    groundEnergy hH ≤ H.trace.re / Fintype.card n := by
  have hn : (0 : ℝ) < Fintype.card n := Nat.cast_pos.2 Fintype.card_pos
  -- add up the diagonal bounds
  have h : ∑ _i : n, groundEnergy hH ≤ ∑ i, (H i i).re :=
    Finset.sum_le_sum fun i _ => (groundEnergy_le_diag hH i).2
  rw [Finset.sum_const, Finset.card_univ, nsmul_eq_mul] at h
  have ht : H.trace.re = ∑ i, (H i i).re := by simp [Matrix.trace, Complex.re_sum]
  rw [le_div_iff₀ hn, ht]
  linarith

/-- For any choice of unit-modulus phases `c_i`, the ground-state energy is at most
`Re ∑_ij conj(c_i) H_ij c_j` divided by the dimension. -/
theorem groundEnergy_le_phaseSum [Nonempty n] (hH : H.IsHermitian) (c : n → ℂ)
    (hc : ∀ i, ‖c i‖ = 1) :
    groundEnergy hH ≤ (∑ i, ∑ j, star (c i) * H i j * c j).re / Fintype.card n := by
  have hne : c ≠ 0 := by
    intro h0
    obtain ⟨i⟩ := ‹Nonempty n›
    have h1 := hc i
    simp [h0] at h1
  have hN : sqNorm c = Fintype.card n := by
    simp [sqNorm, Complex.normSq_eq_norm_sq, hc]
  have hE : star c ⬝ᵥ H *ᵥ c = ∑ i, ∑ j, star (c i) * H i j * c j := by
    simp [dotProduct, Matrix.mulVec, Finset.mul_sum, mul_assoc]
  have h := rayleigh_ritz hH hne
  unfold rayleigh at h
  rw [hE, hN] at h
  exact h

/-- The lowest eigenvalue of a Hermitian matrix is at most every diagonal entry, at most the
trace over the dimension, and at most the sum of all entries over the dimension. -/
theorem groundEnergy_trial_bounds [Nonempty n] (hH : H.IsHermitian) :
    (∀ i, groundEnergy hH ≤ (H i i).re) ∧
      groundEnergy hH ≤ H.trace.re / Fintype.card n ∧
      groundEnergy hH ≤ (∑ i, ∑ j, H i j).re / Fintype.card n := by
  refine ⟨fun i => (groundEnergy_le_diag hH i).2, groundEnergy_le_trace hH, ?_⟩
  -- uniform trial vector (1, ..., 1)
  have h := groundEnergy_le_phaseSum hH (fun _ => 1) (fun _ => norm_one)
  simpa only [star_one, one_mul, mul_one] using h

/-- The ground-state energy equals the trace over the dimension exactly when `H` is `E0` times
the identity. -/
theorem groundEnergy_eq_trace_iff [Nonempty n] (hH : H.IsHermitian) :
    groundEnergy hH = H.trace.re / Fintype.card n ↔
      H = (groundEnergy hH : ℂ) • (1 : Matrix n n ℂ) := by
  have hn : (0 : ℝ) < Fintype.card n := Nat.cast_pos.2 Fintype.card_pos
  obtain ⟨hS, hU, hU'⟩ := spectral_form hH
  constructor
  · intro h
    -- the trace is the sum of the eigenvalues
    have htr : H.trace = ∑ k, (hH.eigenvalues k : ℂ) :=
      calc H.trace
          = (eigenMatrix hH * diagonal (fun k => (hH.eigenvalues k : ℂ)) *
              (eigenMatrix hH)ᴴ).trace := congrArg Matrix.trace hS
        _ = ∑ k, (hH.eigenvalues k : ℂ) := by
            rw [Matrix.trace_mul_comm, ← Matrix.mul_assoc, hU', Matrix.one_mul,
              Matrix.trace_diagonal]
    have hre : H.trace.re = ∑ k, hH.eigenvalues k := by
      rw [htr, Complex.re_sum]
      simp only [Complex.ofReal_re]
    rw [eq_div_iff hn.ne', hre] at h
    have hsum : ∑ _k : n, groundEnergy hH = ∑ k, hH.eigenvalues k := by
      rw [Finset.sum_const, Finset.card_univ, nsmul_eq_mul]
      linarith
    have hle : ∀ k, groundEnergy hH ≤ hH.eigenvalues k := by
      intro k
      unfold groundEnergy
      exact Finset.inf'_le _ (Finset.mem_univ k)
    -- minimum equal to mean forces all eigenvalues to coincide
    have hall : ∀ k, groundEnergy hH = hH.eigenvalues k := by
      intro k
      by_contra hk
      have hlt : ∑ _j : n, groundEnergy hH < ∑ j, hH.eigenvalues j :=
        Finset.sum_lt_sum (fun j _ => hle j)
          ⟨k, Finset.mem_univ k, lt_of_le_of_ne (hle k) hk⟩
      exact absurd hsum hlt.ne
    have hD : diagonal (fun k => (hH.eigenvalues k : ℂ)) =
        (groundEnergy hH : ℂ) • (1 : Matrix n n ℂ) := by
      ext i j
      by_cases hij : i = j
      · subst hij
        simp [hall i]
      · simp [Matrix.diagonal_apply_ne _ hij, Matrix.one_apply_ne hij]
    calc H = eigenMatrix hH * diagonal (fun k => (hH.eigenvalues k : ℂ)) *
              (eigenMatrix hH)ᴴ := hS
      _ = (groundEnergy hH : ℂ) • (1 : Matrix n n ℂ) := by
          rw [hD, Matrix.mul_smul, Matrix.mul_one, Matrix.smul_mul, hU]
  · intro h
    have ht := congrArg Matrix.trace h
    rw [Matrix.trace_smul, Matrix.trace_one, smul_eq_mul] at ht
    rw [ht, eq_div_iff hn.ne']
    simp

/-- Two-site Hamiltonian with on-site energy `ε` and hopping matrix element `-t`. -/
def dimer (ε t : ℝ) : Matrix (Fin 2) (Fin 2) ℂ := !![(ε : ℂ), -(t : ℂ); -(t : ℂ), (ε : ℂ)]

/-- The two-site Hamiltonian is Hermitian. -/
theorem dimer_isHermitian (ε t : ℝ) : (dimer ε t).IsHermitian := by
  show (dimer ε t)ᴴ = dimer ε t
  ext i j
  fin_cases i <;> fin_cases j <;> simp [dimer, Matrix.conjTranspose_apply]

/-- For the two-site Hamiltonian with `t > 0`, the ground-state energy and half the sum of all
entries both equal `ε - t`, while the ground-state energy is strictly below half the trace. -/
theorem dimer_groundEnergy (ε t : ℝ) (ht : 0 < t) :
    groundEnergy (dimer_isHermitian ε t) = ε - t ∧
      (∑ i, ∑ j, dimer ε t i j).re / 2 = ε - t ∧
      groundEnergy (dimer_isHermitian ε t) < (dimer ε t).trace.re / 2 := by
  have hsum : (∑ i, ∑ j, dimer ε t i j).re = ε + -t + (-t + ε) := by
    simp [dimer, Fin.sum_univ_two]
  have htr : (dimer ε t).trace.re = ε + ε := by simp [dimer, Matrix.trace_fin_two]
  have hc : ((Fintype.card (Fin 2) : ℕ) : ℝ) = 2 := by simp
  have hup := (groundEnergy_trial_bounds (dimer_isHermitian ε t)).2.2
  rw [hsum, hc] at hup
  -- every eigenvalue solves the secular equation (ε - E)² = t²
  have hlow : ∀ E : ℝ, (∃ ψ : Fin 2 → ℂ, ψ ≠ 0 ∧ dimer ε t *ᵥ ψ = (E : ℂ) • ψ) →
      ε - t ≤ E := by
    rintro E ⟨ψ, hψ, hE⟩
    have hrow : ∀ i, (dimer ε t *ᵥ ψ) i = dimer ε t i 0 * ψ 0 + dimer ε t i 1 * ψ 1 := by
      intro i
      simp [Matrix.mulVec, dotProduct, Fin.sum_univ_two]
    have h0 : (ε : ℂ) * ψ 0 + -(t : ℂ) * ψ 1 = (E : ℂ) * ψ 0 := by
      have h := congrFun hE 0
      rw [hrow] at h
      simpa [dimer] using h
    have h1 : -(t : ℂ) * ψ 0 + (ε : ℂ) * ψ 1 = (E : ℂ) * ψ 1 := by
      have h := congrFun hE 1
      rw [hrow] at h
      simpa [dimer] using h
    have e0 : (((ε : ℂ) - (E : ℂ)) ^ 2 - (t : ℂ) ^ 2) * ψ 0 = 0 := by
      linear_combination ((ε : ℂ) - (E : ℂ)) * h0 + (t : ℂ) * h1
    have e1 : (((ε : ℂ) - (E : ℂ)) ^ 2 - (t : ℂ) ^ 2) * ψ 1 = 0 := by
      linear_combination (t : ℂ) * h0 + ((ε : ℂ) - (E : ℂ)) * h1
    have hsec : ((ε : ℂ) - (E : ℂ)) ^ 2 - (t : ℂ) ^ 2 = 0 := by
      by_contra hne
      have a0 : ψ 0 = 0 := (mul_eq_zero.1 e0).resolve_left hne
      have a1 : ψ 1 = 0 := (mul_eq_zero.1 e1).resolve_left hne
      apply hψ
      funext i
      fin_cases i <;> simp [a0, a1]
    have hr : (ε - E) ^ 2 - t ^ 2 = 0 := by exact_mod_cast hsec
    by_contra hlt
    have hlt' : E < ε - t := not_le.1 hlt
    have hp := mul_pos (show 0 < ε - E - t by linarith) (show 0 < ε - E + t by linarith)
    nlinarith
  have hg : groundEnergy (dimer_isHermitian ε t) = ε - t :=
    le_antisymm (by linarith) (hlow _ (groundEnergy_isLeast (dimer_isHermitian ε t)).1)
  refine ⟨hg, ?_, ?_⟩
  · rw [hsum]
    ring
  · rw [hg, htr]
    linarith

end

end RayleighTrialBounds
```

```lean
#print axioms RayleighTrialBounds.groundEnergy_trial_bounds
-- 'RayleighTrialBounds.groundEnergy_trial_bounds' depends on axioms: [propext, Classical.choice, Quot.sound]
#print axioms RayleighTrialBounds.groundEnergy_eq_trace_iff
-- 'RayleighTrialBounds.groundEnergy_eq_trace_iff' depends on axioms: [propext, Classical.choice, Quot.sound]
#print axioms RayleighTrialBounds.dimer_groundEnergy
-- 'RayleighTrialBounds.dimer_groundEnergy' depends on axioms: [propext, Classical.choice, Quot.sound]
```

### Remarks

`groundEnergy_trial_bounds` is the requested statement: under `hH : H.IsHermitian`, the three inequalities hold with real parts on the right. `groundEnergy_eq_trace_iff` says that the trace bound is an equality exactly when \(H=E_0\mathbb 1\). `dimer_groundEnergy` says that for the two-site model with `0 < t` both \(E_0\) and half the entry sum equal \(\varepsilon-t\), while \(E_0\) lies strictly below half the trace.

The proof follows the hand derivation. `sqNorm_spec` identifies \(\psi^\dagger\psi\) with `sqNorm ψ` and gives positivity for \(\psi\neq0\). `spectral_form` takes \(H=UDU^\dagger\) from `hH.spectral_theorem` and the unitarity of \(U\) from `hH.eigenvectorUnitary`, with \(U\) as `eigenMatrix hH`. In `eigen_expansion`, the step `key` is \(\psi^\dagger UMU^\dagger\psi=a^\dagger Ma\) for any \(M\), with \(a\) as `amp hH ψ`; the choice \(M=D\) gives the energy and `key 1` gives the norm. `rayleigh_ritz` clears the denominator with `le_div_iff₀` and compares the sums term by term with `Finset.sum_le_sum` and `Finset.inf'_le`. `groundEnergy_isLeast` exhibits the eigenvector \(Ue_k\) at the minimising \(k\), and bounds any other real eigenvalue from below because \(R(\psi)=E\) on its eigenvector.

`groundEnergy_le_diag` computes numerator (`h1`) and denominator (`h2`) for `basisState i`, `groundEnergy_le_trace` adds the results, and `groundEnergy_le_phaseSum` computes \(|c|^2=n\) in `hN` and the double sum in `hE`. In the equality case, `hall` uses `Finset.sum_lt_sum` to turn one strict inequality into a contradiction with `hsum`. For the dimer, the two `linear_combination` calls perform the substitution, `hp` is the positive product of the two factors, and `le_antisymm` joins the lower bound `hlow` to the trial bound `hup`.

The hypotheses are needed. The non-Hermitian matrix \(\begin{pmatrix}0&-4\\0&0\end{pmatrix}\) has only the eigenvalue \(0\), while half its entry sum is \(-2\). Without `hψ : ψ ≠ 0`, Lean's division by zero gives \(R(0)=0\), and \(H=\mathbb 1\) would require \(1\le0\). Without `hc`, the choice \(c_i=1/2\) and \(H=\mathbb 1\) would require \(1\le 1/4\). At \(t=0\) the dimer is \(\varepsilon\mathbb 1\), so the strict inequality fails.

In a non-orthogonal basis with overlap matrix \(S\), the problem is \(H\psi=ES\psi\) and the diagonal bound becomes \(H_{ii}/S_{ii}\); the file has no overlap matrix and does not establish this variant.
